# Main-line and satellite intensities in a two-configuration model of core-level photoemission

When a core-level spectrum with one charge-transfer satellite is fitted to a two-configuration model, each set of trial parameters predicts a line separation and two relative intensities. For nonzero hybridization, this prediction has a closed form, derived here in the sudden approximation. The relative intensity of a line is then the squared overlap of the ground state before ionization with the final state in the model, provided that the photoemission matrix element is the same for both lines.

The model has three real parameters. T is the hybridization between the two configurations. D is the energy of the charge-transfer configuration relative to the other one. Q is the amount by which the core hole lowers D, and stands for the attraction between the hole and the transferred electron. The energy of the other configuration is set to zero both before and after core ionization; this drops a constant that affects neither the line separation nor the relative intensities. The Hamiltonians before and after ionization are then

A = [[0, T], [T, D]],  B = [[0, T], [T, D − Q]].

With the abbreviations

W = √(D² + 4T²),  W′ = √((D − Q)² + 4T²),

the squared overlap of the normalized ground states is

I_main = (1 + (D(D − Q) + 4T²)/(W W′))/2,

and the two levels of B are W′ apart. "Main line" here means the transition to the lowest final state, whether or not it is the stronger line.

```lean
import Mathlib

open Matrix

namespace CoreLevelChargeTransfer

noncomputable section
```

## Two configurations and their eigenstates

Both Hamiltonians belong to one family of real symmetric matrices. In Lean, A is `hamiltonian T D` and B is `hamiltonian T (D - Q)`. The core hole therefore changes only the charge-transfer energy and leaves T as it was. Component 0 of a vector is the amplitude of the configuration at energy zero, and component 1 that of the charge-transfer configuration.

```lean
/-- The two-configuration Hamiltonian with hybridization `T` and charge-transfer energy `D`. -/
def hamiltonian (T D : ℝ) : Matrix (Fin 2) (Fin 2) ℝ := !![0, T; T, D]
```

The square root that sets the level separation is a function of T and D, so W is `gap T D` and W′ is `gap T (D - Q)`.

```lean
/-- The energy `√(D² + 4T²)`. -/
def gap (T D : ℝ) : ℝ := √(D ^ 2 + 4 * T ^ 2)
```

A number E is a level of H if Hw = Ew for some w ≠ 0.

```lean
/-- `E` is an energy level of `H`: it has a nonzero eigenvector. -/
def IsLevel (H : Matrix (Fin 2) (Fin 2) ℝ) (E : ℝ) : Prop :=
  ∃ w : Fin 2 → ℝ, w ≠ 0 ∧ H *ᵥ w = E • w
```

An eigenstate is a vector v with

v₀² + v₁² = 1,  Hv = Ev.

The amplitudes are real, and the normalization leaves the overall sign of v free.

```lean
/-- `v` is a normalized eigenvector of `H` with energy `E`. -/
def IsEigenstate (H : Matrix (Fin 2) (Fin 2) ℝ) (E : ℝ) (v : Fin 2 → ℝ) : Prop :=
  v ⬝ᵥ v = 1 ∧ H *ᵥ v = E • v
```

A ground state is an eigenstate whose energy does not exceed any level of H. The definition selects no particular eigenvector, so a theorem about ground states holds for either sign.

Complex amplitudes would have been another way to set this up. The intensity would then be |⟨v, u⟩|², and the free sign would become a free phase. For these real matrices with T ≠ 0 the intensity would keep the same value.

```lean
/-- `v` is a normalized eigenvector of `H` whose energy is lowest among all levels. -/
def IsGroundState (H : Matrix (Fin 2) (Fin 2) ℝ) (v : Fin 2 → ℝ) : Prop :=
  ∃ E, IsEigenstate H E v ∧ ∀ μ, IsLevel H μ → E ≤ μ
```

For T ≠ 0, one explicit candidate for the ground state has components proportional to T and E = (D − W)/2:

v = (T, E)/√(T² + E²).

It is only defined at this point; the check that it is a ground state comes at the end.

```lean
/-- The vector with components proportional to `T` and `(D - gap T D) / 2`, divided by its length;
if the length is zero, Lean's division gives the zero vector. -/
def groundState (T D : ℝ) : Fin 2 → ℝ :=
  ![T / √(T ^ 2 + ((D - gap T D) / 2) ^ 2),
    ((D - gap T D) / 2) / √(T ^ 2 + ((D - gap T D) / 2) ^ 2)]
```

## The two levels

If T ≠ 0, then D² + 4T² > 0, so W > 0 and W² = D² + 4T².

```lean
/-- For nonzero hybridization the gap is positive, and its square is `D² + 4T²`. -/
theorem gap_spec {T : ℝ} (hT : T ≠ 0) (D : ℝ) :
    0 < gap T D ∧ gap T D ^ 2 = D ^ 2 + 4 * T ^ 2 := by
  have h : 0 < D ^ 2 + 4 * T ^ 2 := by positivity
  exact ⟨Real.sqrt_pos.2 h, Real.sq_sqrt h.le⟩
```

In components, the eigenvalue equation for w with energy E reads

T w₁ = E w₀,

T w₀ + D w₁ = E w₁.

```lean
/-- The eigenvalue equation written for the amplitudes of the two configurations. -/
theorem eigen_iff (T D E : ℝ) (w : Fin 2 → ℝ) :
    hamiltonian T D *ᵥ w = E • w ↔
      T * w 1 = E * w 0 ∧ T * w 0 + D * w 1 = E * w 1 := by
  rw [funext_iff, Fin.forall_fin_two]
  simp [hamiltonian, Matrix.mulVec, dotProduct, Fin.sum_univ_two]
```

Suppose that w ≠ 0 solves these equations. If w₀ were zero, the first equation would give T w₁ = 0 and hence w₁ = 0, a contradiction. So w₀ ≠ 0. Multiplying the first equation by D − E, the second by T, and subtracting eliminates w₁:

(E² − DE − T²) w₀ = 0.

The bracket must vanish, and since W² = D² + 4T² it factorizes:

E² − DE − T² = (E − (D − W)/2)(E − (D + W)/2).

Conversely, if E is one of these two roots, then (T, E) is a nonzero eigenvector: its first component equation is an identity, and its second is E² = DE + T². The proof follows the same route, with `linear_combination` carrying out the elimination and the factorization.

```lean
/-- The energy levels are exactly `(D - gap) / 2` and `(D + gap) / 2`. -/
theorem isLevel_iff {T : ℝ} (hT : T ≠ 0) (D E : ℝ) :
    IsLevel (hamiltonian T D) E ↔
      E = (D - gap T D) / 2 ∨ E = (D + gap T D) / 2 := by
  have hg := (gap_spec hT D).2
  constructor
  · rintro ⟨w, hw, h⟩
    obtain ⟨h0, h1⟩ := (eigen_iff T D E w).1 h
    have hw0 : w 0 ≠ 0 := by
      intro hz
      have hz1 : w 1 = 0 := by
        rw [hz, mul_zero] at h0
        exact (mul_eq_zero.1 h0).resolve_left hT
      apply hw
      rw [funext_iff, Fin.forall_fin_two]
      exact ⟨hz, hz1⟩
    -- eliminating the amplitudes leaves the secular equation
    have hm : (E ^ 2 - D * E - T ^ 2) * w 0 = 0 := by
      linear_combination (D - E) * h0 - T * h1
    have hq := (mul_eq_zero.1 hm).resolve_right hw0
    have hf : (E - (D - gap T D) / 2) * (E - (D + gap T D) / 2) = 0 := by
      linear_combination hq - hg / 4
    rcases mul_eq_zero.1 hf with h | h
    · exact Or.inl (sub_eq_zero.1 h)
    · exact Or.inr (sub_eq_zero.1 h)
  · intro h
    have hq : E ^ 2 = D * E + T ^ 2 := by
      rcases h with h | h <;> rw [h] <;> linear_combination hg / 4
    refine ⟨![T, E], fun h => hT (by simpa using congrFun h 0),
      (eigen_iff T D E _).2 ⟨?_, ?_⟩⟩
    · show T * E = E * T
      ring
    · show T * T + D * E = E * E
      linear_combination -hq
```

Because W > 0, the root (D − W)/2 is the lower one. A ground state is therefore exactly a normalized eigenvector at that energy. In the forward direction, an eigenstate at the upper root would contradict minimality; in the reverse direction, the lower root is compared with both levels.

```lean
/-- A ground state is precisely a normalized eigenvector with energy `(D - gap) / 2`. -/
theorem isGroundState_iff {T : ℝ} (hT : T ≠ 0) (D : ℝ) (v : Fin 2 → ℝ) :
    IsGroundState (hamiltonian T D) v ↔
      IsEigenstate (hamiltonian T D) ((D - gap T D) / 2) v := by
  have hp := (gap_spec hT D).1
  constructor
  · rintro ⟨E, hE, hmin⟩
    have hv : v ≠ 0 := by
      intro hz
      have hn := hE.1
      simp [hz] at hn
    have hlow := hmin _ ((isLevel_iff hT D _).2 (Or.inl rfl))
    rcases (isLevel_iff hT D E).1 ⟨v, hv, hE.2⟩ with h | h
    · rwa [h] at hE
    · exfalso
      linarith
  · intro h
    refine ⟨_, h, fun μ hμ => ?_⟩
    rcases (isLevel_iff hT D μ).1 hμ with h | h <;> linarith
```

## From configuration weights to the overlap

Let v be a normalized eigenvector at energy E = (D − g)/2, where g is a real number of either sign. Multiply the first component equation by v₀, the second by v₁, and subtract:

E v₀² = (E − D) v₁², that is, (g − D) v₀² = (g + D) v₁².

Inserting v₁² = 1 − v₀² gives the weights

g v₀² = (g + D)/2,  g v₁² = (g − D)/2.

For the product of the amplitudes, multiply the first equation by v₁, the second by v₀, and add:

T(v₀² + v₁²) + D v₀v₁ = 2E v₀v₁.

Since 2E − D = −g, this is g v₀v₁ = −T. The first and last `linear_combination` below record these multipliers together with the normalization; the middle one obtains the second weight from the first by normalization.

```lean
/-- The configuration weights and the product of amplitudes in a normalized eigenvector
with energy `(D - g) / 2`, each multiplied by `g`. -/
theorem configuration_weights {T D g : ℝ} {v : Fin 2 → ℝ}
    (h : IsEigenstate (hamiltonian T D) ((D - g) / 2) v) :
    g * v 0 ^ 2 = (g + D) / 2 ∧ g * v 1 ^ 2 = (g - D) / 2 ∧
      g * (v 0 * v 1) = -T := by
  obtain ⟨n, he⟩ := h
  obtain ⟨h0, h1⟩ := (eigen_iff _ _ _ _).1 he
  simp only [dotProduct, Fin.sum_univ_two] at n
  have hx : g * v 0 ^ 2 = (g + D) / 2 := by
    linear_combination v 0 * h0 - v 1 * h1 + (g + D) / 2 * n
  refine ⟨hx, ?_, ?_⟩
  · linear_combination g * n - hx
  · linear_combination v 1 * h0 + v 0 * h1 - T * n
```

Now let u be a normalized eigenvector of the matrix with the same T but charge-transfer energy D′, at energy (D′ − k)/2, and let g and k be nonzero. The squared overlap contains the amplitudes only through weights and products:

(v₀u₀ + v₁u₁)² = v₀²u₀² + v₁²u₁² + 2(v₀v₁)(u₀u₁).

Multiplying by gk and inserting the expressions just found gives

gk (v·u)² = (g + D)(k + D′)/4 + (g − D)(k − D′)/4 + 2T²

= (gk + DD′ + 4T²)/2.

Division by gk yields

(v·u)² = (1 + (DD′ + 4T²)/(gk))/2.

Changing the sign of v or u changes nothing. In the proof, `key` is the identity before the division.

```lean
/-- The squared overlap of normalized eigenvectors of two Hamiltonians with the same
hybridization, at energies `(D - g) / 2` and `(D' - k) / 2`. -/
theorem overlap_sq {T D D' g k : ℝ} {v u : Fin 2 → ℝ} (hg : g ≠ 0) (hk : k ≠ 0)
    (hv : IsEigenstate (hamiltonian T D) ((D - g) / 2) v)
    (hu : IsEigenstate (hamiltonian T D') ((D' - k) / 2) u) :
    (v ⬝ᵥ u) ^ 2 = (1 + (D * D' + 4 * T ^ 2) / (g * k)) / 2 := by
  obtain ⟨a, b, c⟩ := configuration_weights hv
  obtain ⟨a', b', c'⟩ := configuration_weights hu
  -- the square involves only weights and products of amplitudes
  have key : g * k * (v ⬝ᵥ u) ^ 2 = (g * k + D * D' + 4 * T ^ 2) / 2 := by
    simp only [dotProduct, Fin.sum_univ_two]
    calc g * k * (v 0 * u 0 + v 1 * u 1) ^ 2
        = (g * v 0 ^ 2) * (k * u 0 ^ 2) + (g * v 1 ^ 2) * (k * u 1 ^ 2)
          + 2 * (g * (v 0 * v 1)) * (k * (u 0 * u 1)) := by ring
      _ = (g * k + D * D' + 4 * T ^ 2) / 2 := by
          rw [a, b, c, a', b', c']
          ring
  apply mul_left_cancel₀ (mul_ne_zero hg hk)
  rw [key]
  field_simp
  ring
```

## Main line, splitting and satellite

For the two ground states, set D′ = D − Q, g = W and k = W′. The overlap formula then becomes the main-line intensity

I_main = (1 + (D(D − Q) + 4T²)/(W W′))/2.

The levels of B are (D − Q − W′)/2 and (D − Q + W′)/2, and their difference is W′. The theorem states this for any two levels μ < ν of B; its proof runs through the possible pairs of roots.

The hypothesis T ≠ 0 is needed for the intensity. Take T = D = Q = 0. Both Hamiltonians are then the zero matrix, and every unit vector is a ground state of each. The choice v = u = (1, 0) gives squared overlap 1, while v = (1, 0) and u = (0, 1) give 0, so no function of T, D and Q can return the intensity.

```lean
/-- The squared overlap of the ground states without and with the core-hole shift `Q`,
and the splitting of the two levels of the shifted Hamiltonian. -/
theorem main_line_and_splitting {T D Q : ℝ} (hT : T ≠ 0) {v u : Fin 2 → ℝ}
    (hv : IsGroundState (hamiltonian T D) v)
    (hu : IsGroundState (hamiltonian T (D - Q)) u) :
    (v ⬝ᵥ u) ^ 2 =
        (1 + (D * (D - Q) + 4 * T ^ 2) / (gap T D * gap T (D - Q))) / 2 ∧
      ∀ μ ν, IsLevel (hamiltonian T (D - Q)) μ → IsLevel (hamiltonian T (D - Q)) ν →
        μ < ν → ν - μ = gap T (D - Q) := by
  have hp := (gap_spec hT (D - Q)).1
  refine ⟨overlap_sq (gap_spec hT D).1.ne' hp.ne'
    ((isGroundState_iff hT D v).1 hv) ((isGroundState_iff hT (D - Q) u).1 hu), ?_⟩
  intro μ ν hμ hν hlt
  rcases (isLevel_iff hT _ μ).1 hμ with h | h <;>
    rcases (isLevel_iff hT _ ν).1 hν with h' | h' <;> linarith
```

The satellite is the transition to the upper level of B, at energy (D − Q + W′)/2. This is the form (D′ − k)/2 with k = −W′, which is why the overlap formula was stated without requiring k to be positive. The overlap formula gives at once

I_sat = (1 − (D(D − Q) + 4T²)/(W W′))/2.

The two intensities add up to 1. Their difference, I_main − I_sat = (D(D − Q) + 4T²)/(W W′), is negative when D(Q − D) > 4T²; the transition to the upper level is then the stronger one.

In this two-level model with unchanged hybridization, the formulas give the relative strengths and the separation of two sharp lines. Multiplets, ligand bands, lifetime broadening and energy-dependent photoemission matrix elements are not included.

```lean
/-- The squared overlap of the initial ground state with a normalized final eigenvector
at the upper level. -/
theorem satellite_intensity {T D Q : ℝ} (hT : T ≠ 0) {v u : Fin 2 → ℝ}
    (hv : IsGroundState (hamiltonian T D) v)
    (hu : IsEigenstate (hamiltonian T (D - Q)) ((D - Q + gap T (D - Q)) / 2) u) :
    (v ⬝ᵥ u) ^ 2 =
      (1 - (D * (D - Q) + 4 * T ^ 2) / (gap T D * gap T (D - Q))) / 2 := by
  -- the upper level is the lower-level formula with the sign of the root reversed
  have hu' : IsEigenstate (hamiltonian T (D - Q))
      ((D - Q - -gap T (D - Q)) / 2) u := by rwa [sub_neg_eq_add]
  rw [overlap_sq (gap_spec hT D).1.ne' (neg_ne_zero.2 (gap_spec hT (D - Q)).1.ne')
    ((isGroundState_iff hT D v).1 hv) hu', mul_neg, div_neg, ← sub_eq_add_neg]
```

## When the satellite disappears

The main line carries the full intensity exactly when Q = 0. If I_main = 1, then

D(D − Q) + 4T² = W W′.

Squaring both sides and expanding W²W′² leaves

W²W′² − (D(D − Q) + 4T²)² = 4T²Q² = 0,

and T ≠ 0 forces Q = 0. Conversely, for Q = 0 the numerator is D² + 4T² = W² and W′ = W, so the intensity is 1. Within the model, any nonzero core-hole shift thus transfers some weight to the satellite, however small the hybridization, provided that it is not zero.

```lean
/-- The squared overlap of the two ground states equals one exactly when the core-hole
shift `Q` vanishes. -/
theorem full_intensity_iff {T D Q : ℝ} (hT : T ≠ 0) {v u : Fin 2 → ℝ}
    (hv : IsGroundState (hamiltonian T D) v)
    (hu : IsGroundState (hamiltonian T (D - Q)) u) :
    (v ⬝ᵥ u) ^ 2 = 1 ↔ Q = 0 := by
  rw [(main_line_and_splitting hT hv hu).1]
  obtain ⟨hp, hg⟩ := gap_spec hT D
  obtain ⟨hp', hk⟩ := gap_spec hT (D - Q)
  constructor
  · intro h
    have hN : D * (D - Q) + 4 * T ^ 2 = gap T D * gap T (D - Q) :=
      (div_eq_one_iff_eq (mul_pos hp hp').ne').1 (by linarith)
    have hz : 4 * T ^ 2 * Q ^ 2 = 0 := by
      linear_combination
        -(D * (D - Q) + 4 * T ^ 2 + gap T D * gap T (D - Q)) * hN
          - gap T (D - Q) ^ 2 * hg - (D ^ 2 + 4 * T ^ 2) * hk
    simpa [hT] using hz
  · intro hQ
    have hN : D * D + 4 * T ^ 2 = gap T D * gap T D := by linear_combination -hg
    rw [hQ, sub_zero, hN, div_self (mul_pos hp hp).ne']
    norm_num
```

## A ground state for every nonzero hybridization

The intensity theorems above take ground states as given. The explicit vector defined earlier supplies one for every T ≠ 0 and every real D, and with D − Q in place of D it supplies one for the final Hamiltonian too. Write E = (D − W)/2 and s = √(T² + E²), which is positive. Then

(T/s)² + (E/s)² = (T² + E²)/s² = 1.

The first component equation, T(E/s) = E(T/s), is an identity. The second,

T(T/s) + D(E/s) = E(E/s),

is E² = DE + T² divided by s. The vector is therefore a normalized eigenvector at the lower level, which by the earlier characterization makes it a ground state. The proof names the energy `E` and the length `s` and checks these three equations.

```lean
/-- The explicit vector `groundState T D` is a ground state for every nonzero `T`. -/
theorem groundState_witness {T : ℝ} (hT : T ≠ 0) (D : ℝ) :
    IsGroundState (hamiltonian T D) (groundState T D) := by
  rw [isGroundState_iff hT]
  have hg := (gap_spec hT D).2
  unfold groundState
  generalize hE : (D - gap T D) / 2 = E
  have hq : E ^ 2 = D * E + T ^ 2 := by
    rw [← hE]
    linear_combination hg / 4
  have hpos : 0 < T ^ 2 + E ^ 2 := by positivity
  have hs := Real.sq_sqrt hpos.le
  have hs0 := Real.sqrt_pos.2 hpos
  generalize √(T ^ 2 + E ^ 2) = s at hs hs0 ⊢
  refine ⟨?_, (eigen_iff T D E _).2 ⟨?_, ?_⟩⟩
  · simp only [dotProduct, Fin.sum_univ_two]
    show T / s * (T / s) + E / s * (E / s) = 1
    field_simp
    linarith
  · show T * (E / s) = E * (T / s)
    ring
  · show T * (T / s) + D * (E / s) = E * (E / s)
    linear_combination (-1 / s) * hq

end

end CoreLevelChargeTransfer
```

```lean
#print axioms CoreLevelChargeTransfer.main_line_and_splitting
#print axioms CoreLevelChargeTransfer.satellite_intensity
#print axioms CoreLevelChargeTransfer.full_intensity_iff
```

```
'CoreLevelChargeTransfer.main_line_and_splitting' depends on axioms: [propext, Classical.choice, Quot.sound]
'CoreLevelChargeTransfer.satellite_intensity' depends on axioms: [propext, Classical.choice, Quot.sound]
'CoreLevelChargeTransfer.full_intensity_iff' depends on axioms: [propext, Classical.choice, Quot.sound]
```
